# Two dark transitions on a six-site ring that no circulant interaction couples to two bright ones

Sites and orbital angular momenta are both elements of `ZMod N`, the integers modulo N, and positions in the plane are complex numbers. Angular momentum is therefore defined only modulo N, as befits a ring of N discrete sites, and an in-plane dipole is a pair of matrix elements, one for z and one for its conjugate. The hypothesis `[NeZero N]` requires at least one site.

```lean
import Mathlib

open ComplexConjugate

namespace BenzeneRingExcitons

noncomputable section

variable {N : ℕ} [NeZero N]
```

Site j sits at z_j = exp(2πij/N), so lengths are in units of the ring radius.

```lean
/-- Position of site `j` in the complex plane: a vertex of the regular `N`-gon on the
unit circle. -/
def vertex (j : ZMod N) : ℂ := (ZMod.stdAddChar : AddChar (ZMod N) ℂ) j
```

The orbital with angular momentum k has amplitude c_k(j) = z_(jk)/√N on site j.

```lean
/-- Amplitude on site `j` of the ring orbital with angular momentum `k`. -/
def orbital (k j : ZMod N) : ℂ := vertex (j * k) / ((Real.sqrt (N : ℝ) : ℝ) : ℂ)
```

A transition k → l has the pair density ρ_kl(j) = conj(c_l(j)) c_k(j).

```lean
/-- Pair density of the transition from orbital `k` to orbital `l`. -/
def pairDensity (k l j : ZMod N) : ℂ := conj (orbital l j) * orbital k j
```

Its matrix element for a function f of position is D_f(k → l) = Σ_j f(j) ρ_kl(j). This treats position as diagonal in the site basis.

```lean
/-- Transition matrix element from `k` to `l` of a function `f` of the position. -/
def dipole (f : ZMod N → ℂ) (k l : ZMod N) : ℂ := ∑ j, f j * pairDensity k l j
```

An interaction is circulant if it depends only on the site difference i − j. The coupling of two densities is then

C_V(ρ, σ) = Σ_j Σ_i conj(ρ(i)) V(i − j) σ(j).

Here i labels a site, whereas in exponents it is the imaginary unit. V is any complex function on the ring; neither repulsion nor reflection symmetry is assumed.

```lean
/-- Interaction of two densities through a circulant interaction `V (i - j)`. -/
def coupling (V ρ σ : ZMod N → ℂ) : ℂ := ∑ j, ∑ i, conj (ρ i) * V (i - j) * σ j
```

The singlet Bethe-Salpeter element is twice the exchange through V, minus the direct term through a screened interaction W, plus the orbital gap when the two transitions are the same. The energies ε and both interactions are inputs. Screening is static, coupling to de-excitations is left out, and occupations are not imposed.

```lean
/-- Singlet Bethe-Salpeter matrix element between the transitions `k → l` and `k' → l'`: the orbital
gap if the two transitions are the same, plus twice the exchange through `V`, minus the direct term
through `W`. -/
def bse (ε : ZMod N → ℝ) (V W : ZMod N → ℂ) (k l k' l' : ZMod N) : ℂ :=
  (if k = k' ∧ l = l' then ((ε l - ε k : ℝ) : ℂ) else 0)
    + 2 * coupling V (pairDensity k' l') (pairDensity k l)
    - coupling W (pairDensity l l') (pairDensity k k')
```

## (a) Products of vertices

Show that multiplying positions adds site labels:

z_a z_b = z_(a+b).

**Solution.** The exponents 2πia/N and 2πib/N add. Reducing a + b modulo N changes the exponent by a multiple of 2πi, which leaves the exponential unchanged. In Lean, `vertex` is an additive character, a map that turns sums into products, and this is its defining property.

```lean
/-- Multiplying two vertices adds their site indices. -/
theorem vertex_mul (a b : ZMod N) : vertex a * vertex b = vertex (a + b) :=
  (AddChar.map_add_eq_mul _ a b).symm
```

## (b) Conjugate vertices

Show that conjugation reverses the site label:

conj(z_a) = z_(−a).

**Solution.** Conjugation changes the sign of the exponent 2πia/N. The library states this for characters of a finite group.

```lean
/-- Complex conjugation reflects the ring. -/
theorem conj_vertex (a : ZMod N) : conj (vertex a) = vertex (-a) :=
  (AddChar.map_neg_eq_conj _ a).symm
```

## (c) The ring average of a phase wave

Show that

(1/N) Σ_j z_(jq) = 1 if q = 0, and 0 otherwise.

**Solution.** For q = 0 every term is 1. For q ≠ 0 call the sum S. Replacing j by j + 1 only permutes the sites, so S = z_q S, and z_q ≠ 1 forces S = 0. Lean takes the sum from `AddChar.sum_mulShift`; the primitivity of the character supplies the fact that a nonzero q gives a nonconstant wave.

```lean
/-- The ring average of a phase wave is one for zero angular momentum and zero otherwise. -/
theorem sum_vertex (q : ZMod N) :
    (∑ j : ZMod N, vertex (j * q)) / (N : ℂ) = if q = 0 then 1 else 0 := by
  have hN : (N : ℂ) ≠ 0 := Nat.cast_ne_zero.mpr (NeZero.ne N)
  unfold vertex
  rw [AddChar.sum_mulShift q (ZMod.isPrimitive_stdAddChar N)]
  split_ifs <;> simp [ZMod.card, hN]
```

## (d) Pair densities as phase waves

Show that a pair density depends on its two orbitals only through k − l:

ρ_kl(j) = z_(j(k−l))/N.

**Solution.** The two normalisation factors give 1/(√N √N) = 1/N. By (b) and (a), the phases give

conj(z_(jl)) z_(jk) = z_(−jl+jk) = z_(j(k−l)).

The step `hs` is the product of square roots, and the final rewrite combines the phases.

```lean
/-- The pair density of `k → l` is a phase wave of angular momentum `k - l`. -/
theorem pairDensity_eq (k l j : ZMod N) :
    pairDensity k l j = vertex (j * (k - l)) / (N : ℂ) := by
  have hs : ((Real.sqrt (N : ℝ) : ℝ) : ℂ) * ((Real.sqrt (N : ℝ) : ℝ) : ℂ) = (N : ℂ) := by
    rw [← Complex.ofReal_mul, Real.mul_self_sqrt (Nat.cast_nonneg N)]
    simp
  unfold pairDensity orbital
  rw [map_div₀, Complex.conj_ofReal, div_mul_div_comm, hs, conj_vertex, vertex_mul,
    show -(j * l) + j * k = j * (k - l) by ring]
```

## (e) Dipole selection rules

Show that

D_z(k → l) = 1 if l = k + 1, and 0 otherwise,

D_conj(z)(k → l) = 1 if k = l + 1, and 0 otherwise.

**Solution.** Insert (d) and multiply phases:

D_z(k → l) = (1/N) Σ_j z_j z_(j(k−l)) = (1/N) Σ_j z_(j(k−l+1)).

By (c) this is 1 exactly when k − l + 1 = 0. For the conjugate, z_j becomes z_(−j), and the condition is k − l − 1 = 0. In each half of the proof, `h` is the rewritten sum, and `linear_combination` rearranges the condition.

For N = 2 the positions are ±1, so z equals its conjugate. The two rules then agree, because k + 1 = k − 1 modulo 2, and the transition between the two orbitals has both elements equal to 1.

```lean
/-- Dipole selection rules: `z` raises the angular momentum by one, and its conjugate
lowers it by one, each with unit matrix element. -/
theorem dipole_selection (k l : ZMod N) :
    dipole vertex k l = (if l = k + 1 then 1 else 0) ∧
    dipole (fun j => conj (vertex j)) k l = (if k = l + 1 then 1 else 0) := by
  constructor
  · have h : dipole vertex k l = (∑ j : ZMod N, vertex (j * (k - l + 1))) / (N : ℂ) := by
      rw [dipole, Finset.sum_div]
      refine Finset.sum_congr rfl fun j _ => ?_
      rw [pairDensity_eq, ← mul_div_assoc, vertex_mul,
        show j + j * (k - l) = j * (k - l + 1) by ring]
    rw [h, sum_vertex]
    exact if_congr ⟨fun h => by linear_combination -h, fun h => by linear_combination -h⟩
      rfl rfl
  · have h : dipole (fun j => conj (vertex j)) k l
        = (∑ j : ZMod N, vertex (j * (k - l - 1))) / (N : ℂ) := by
      rw [dipole, Finset.sum_div]
      refine Finset.sum_congr rfl fun j _ => ?_
      show conj (vertex j) * pairDensity k l j = _
      rw [pairDensity_eq, conj_vertex, ← mul_div_assoc, vertex_mul,
        show -j + j * (k - l) = j * (k - l - 1) by ring]
    rw [h, sum_vertex]
    exact if_congr ⟨fun h => by linear_combination h, fun h => by linear_combination h⟩
      rfl rfl
```

## (f) Coupling of pair densities

Show that

C_V(ρ_kl, ρ_k'l') = (1/N) Σ_d V(d) z_(−d(k−l)) if k − l = k' − l', and 0 otherwise.

**Solution.** Write q = k − l and q' = k' − l', and set i = d + j. The double sum factorises:

C_V = (1/N²) Σ_j Σ_d z_(−(d+j)q) V(d) z_(jq')

= [(1/N) Σ_d V(d) z_(−dq)] · [(1/N) Σ_j z_(j(q'−q))].

By (c) the second bracket is 1 if q = q' and 0 otherwise. In Lean, `Equiv.addRight j` performs the shift, `e` separates the phases, and `sum_vertex` evaluates the second bracket.

In a program, the first bracket is entry q of the forward discrete Fourier transform of V, divided by N, so one transform supplies the couplings for every q.

```lean
/-- A circulant interaction couples two pair densities only at equal angular momentum,
with strength given by the Fourier component of the interaction. -/
theorem coupling_selection (V : ZMod N → ℂ) (k l k' l' : ZMod N) :
    coupling V (pairDensity k l) (pairDensity k' l') =
      if k - l = k' - l' then (∑ d, V d * vertex (-(d * (k - l)))) / (N : ℂ) else 0 := by
  -- pass to the relative coordinate d = i - j
  have h : ∀ j : ZMod N,
      ∑ i, conj (pairDensity k l i) * V (i - j) * pairDensity k' l' j =
        (∑ d, V d * vertex (-(d * (k - l)))) / (N : ℂ) *
          (vertex (j * ((k' - l') - (k - l))) / (N : ℂ)) := by
    intro j
    refine (Equiv.sum_comp (Equiv.addRight j) _).symm.trans ?_
    rw [Finset.sum_div, Finset.sum_mul]
    refine Finset.sum_congr rfl fun d _ => ?_
    show conj (pairDensity k l (d + j)) * V (d + j - j) * pairDensity k' l' j = _
    rw [pairDensity_eq, pairDensity_eq, map_div₀, map_natCast, conj_vertex,
      add_sub_cancel_right]
    have e : vertex (-((d + j) * (k - l))) * vertex (j * (k' - l')) =
        vertex (-(d * (k - l))) * vertex (j * ((k' - l') - (k - l))) := by
      rw [vertex_mul, vertex_mul]
      congr 1
      ring
    linear_combination (V d / (N : ℂ) / (N : ℂ)) * e
  -- the remaining sum over j enforces conservation of angular momentum
  rw [coupling, Finset.sum_congr rfl fun j _ => h j, ← Finset.mul_sum, ← Finset.sum_div,
    sum_vertex]
  by_cases hq : k - l = k' - l'
  · rw [if_pos hq, if_pos (sub_eq_zero.mpr hq.symm), mul_one]
  · rw [if_neg hq, if_neg (fun h => hq (sub_eq_zero.mp h).symm), mul_zero]
```

## (g) Blocks of the Bethe-Salpeter matrix

Let H(kl, k'l') be the element `bse ε V W k l k' l'`. Show that

H(kl, k'l') = 0 whenever k − l ≠ k' − l'.

**Solution.** Each of the three terms vanishes.

- The gap needs k = k' and l = l', which would make the differences equal.
- The exchange couples ρ_k'l' to ρ_kl, and (f) makes it zero.
- The direct term couples ρ_ll' to ρ_kk'. By (f) it needs l − l' = k − k', which rearranges to k − l = k' − l'.

The hypotheses `h1`, `h2` and `h3` rule out these conditions in the same order. A code can therefore sort the transitions by k − l modulo N and diagonalise each block separately.

```lean
/-- The Bethe-Salpeter matrix has no element between transitions of different angular
momentum. -/
theorem bse_selection (ε : ZMod N → ℝ) (V W : ZMod N → ℂ) {k l k' l' : ZMod N}
    (h : k - l ≠ k' - l') : bse ε V W k l k' l' = 0 := by
  have h1 : ¬(k = k' ∧ l = l') := fun e => h (by rw [e.1, e.2])
  have h2 : ¬(k' - l' = k - l) := fun e => h e.symm
  have h3 : ¬(l - l' = k - k') := fun e => h (by linear_combination -e)
  rw [bse, coupling_selection, coupling_selection, if_neg h1, if_neg h2, if_neg h3]
  simp
```

## (h) Powers of w on the hexagon

Let N = 6 and w = exp(iπ/3). Show for all integers j and k that

z_j = w^j and c_k(j) = w^(jk)/√6.

**Solution.** The exponent 2πij/6 equals j · iπ/3, which gives the first identity. Replacing j by jk and dividing by √6 gives the second. Lean proves the first for every integer `m` and uses it twice.

```lean
/-- On the six-ring, positions and orbitals are powers of `w = exp(iπ/3)`, the orbitals
carrying the factor `1/√6`. -/
theorem benzene_orbitals (j k : ℤ) :
    vertex (j : ZMod 6) = Complex.exp (Real.pi * Complex.I / 3) ^ j ∧
    orbital (k : ZMod 6) (j : ZMod 6) =
      Complex.exp (Real.pi * Complex.I / 3) ^ (j * k) / ((Real.sqrt 6 : ℝ) : ℂ) := by
  have h : ∀ m : ℤ, vertex (m : ZMod 6) = Complex.exp (Real.pi * Complex.I / 3) ^ m := by
    intro m
    rw [vertex, ZMod.stdAddChar_coe, ← Complex.exp_int_mul]
    congr 1
    push_cast
    ring
  refine ⟨h j, ?_⟩
  rw [orbital, ← Int.cast_mul, h]
  simp only [Nat.cast_ofNat]
```

## (i) Dark and bright transitions of the hexagon

In the usual π-electron picture of benzene, the highest occupied orbitals have k = ±1 and the lowest empty ones k = ±2. The four transitions between them form two pairs. The labels B and E follow the spectroscopic names; the point group itself is not constructed.

```lean
/-- The transitions `1 → -2` and `-1 → 2` of the six-ring, labelled B. -/
def bTransitions : Finset (ZMod 6 × ZMod 6) := {(1, -2), (-1, 2)}

/-- The transitions `1 → 2` and `-1 → -2` of the six-ring, labelled E. -/
def eTransitions : Finset (ZMod 6 × ZMod 6) := {(1, 2), (-1, -2)}
```

Write D = (D_z, D_conj(z)). Show that

D(1 → −2) = D(−1 → 2) = (0, 0),

D(1 → 2) = (1, 0), D(−1 → −2) = (0, 1),

and that, for every B transition b and E transition e,

C_V(ρ_b, ρ_e) = 0, H(b, e) = H(e, b) = 0.

**Solution.** The differences k − l are 3 and −3 for the B transitions, which are the same element modulo 6, and −1 and 1 for the E transitions. By (e), a z dipole needs k − l = −1 and a conjugate dipole needs k − l = 1. This gives all four dipoles. Since 3 differs from both 1 and −1 modulo 6, (f) and (g) give the vanishing couplings. In Lean, `key` compares the differences in all four B–E pairs, and `decide` settles the arithmetic in `ZMod 6`.

Because V and W are both circulant, the electron-hole interaction in this model cannot lend the B transitions dipole strength from the E transitions, either directly or by way of other transitions: by (g), the two pairs lie in different blocks.

```lean
/-- In the six-ring the B transitions have no dipole, the E transitions have dipoles
`(1, 0)` and `(0, 1)` for `z` and its conjugate, and neither a circulant interaction nor
the Bethe-Salpeter matrix couples B to E. -/
theorem benzene_excitons (ε : ZMod 6 → ℝ) (V W : ZMod 6 → ℂ) :
    (∀ b ∈ bTransitions, dipole vertex b.1 b.2 = 0 ∧
      dipole (fun j => conj (vertex j)) b.1 b.2 = 0) ∧
    (dipole vertex (1 : ZMod 6) 2 = 1 ∧
      dipole (fun j => conj (vertex j)) (1 : ZMod 6) 2 = 0) ∧
    (dipole vertex (-1 : ZMod 6) (-2) = 0 ∧
      dipole (fun j => conj (vertex j)) (-1 : ZMod 6) (-2) = 1) ∧
    (∀ b ∈ bTransitions, ∀ e ∈ eTransitions,
      coupling V (pairDensity b.1 b.2) (pairDensity e.1 e.2) = 0 ∧
      bse ε V W b.1 b.2 e.1 e.2 = 0 ∧ bse ε V W e.1 e.2 b.1 b.2 = 0) := by
  have key : ∀ b ∈ bTransitions, ∀ e ∈ eTransitions, b.1 - b.2 ≠ e.1 - e.2 := by
    simp only [bTransitions, eTransitions, Finset.mem_insert, Finset.mem_singleton]
    rintro _ (rfl | rfl) _ (rfl | rfl) <;> decide
  refine ⟨?_, ⟨?_, ?_⟩, ⟨?_, ?_⟩, ?_⟩
  · simp only [bTransitions, Finset.mem_insert, Finset.mem_singleton]
    rintro _ (rfl | rfl)
    · exact ⟨(dipole_selection _ _).1.trans (if_neg (by decide)),
        (dipole_selection _ _).2.trans (if_neg (by decide))⟩
    · exact ⟨(dipole_selection _ _).1.trans (if_neg (by decide)),
        (dipole_selection _ _).2.trans (if_neg (by decide))⟩
  · exact (dipole_selection _ _).1.trans (if_pos (by decide))
  · exact (dipole_selection _ _).2.trans (if_neg (by decide))
  · exact (dipole_selection _ _).1.trans (if_neg (by decide))
  · exact (dipole_selection _ _).2.trans (if_pos (by decide))
  · intro b hb e he
    exact ⟨(coupling_selection V _ _ _ _).trans (if_neg (key b hb e he)),
      bse_selection ε V W (key b hb e he), bse_selection ε V W (key b hb e he).symm⟩
```

## (j) Mixing within each pair

Show that

C_V(ρ_(1,−2), ρ_(−1,2)) = (V(0) − V(1) + V(2) − V(3) + V(4) − V(5))/6,

C_V(ρ_(1,2), ρ_(−1,−2)) = 0.

**Solution.** Both B densities have k − l = 3, so (f) gives (1/6) Σ_d V(d) z_(−3d). Since z_3 = exp(iπ) = −1, the phases alternate in sign. The E densities have differences −1 and 1, which are distinct modulo 6, so their coupling vanishes. In Lean, `h3` is the value of z_3 and `h6` writes out the six-term sum.

For a contact interaction, with V(d) = 0 unless d = 0, the B coupling reduces to V(0)/6. The formula covers only the exchange-type coupling; the Bethe-Salpeter element between the two B transitions also has a direct part, through W.

```lean
/-- A circulant interaction couples the two B pair densities through its alternating sum
over the ring, and does not couple the two E pair densities. -/
theorem benzene_B_mixing (V : ZMod 6 → ℂ) :
    coupling V (pairDensity 1 (-2)) (pairDensity (-1) 2) =
      (V 0 - V 1 + V 2 - V 3 + V 4 - V 5) / 6 ∧
    coupling V (pairDensity 1 2) (pairDensity (-1) (-2)) = 0 := by
  have h0 : vertex (0 : ZMod 6) = 1 := AddChar.map_zero_eq_one _
  -- the opposite vertex of the hexagon is -1
  have h3 : vertex (3 : ZMod 6) = -1 := by
    have h := (benzene_orbitals 3 0).1
    rw [← Complex.exp_int_mul,
      show ((3 : ℤ) : ℂ) * (Real.pi * Complex.I / 3) = Real.pi * Complex.I by
        push_cast; ring, Complex.exp_pi_mul_I] at h
    exact_mod_cast h
  have h6 : ∀ F : ZMod 6 → ℂ, ∑ d, F d = F 0 + F 1 + F 2 + F 3 + F 4 + F 5 :=
    fun F => Fin.sum_univ_six F
  constructor
  · refine (coupling_selection V _ _ _ _).trans ((if_pos (by decide)).trans ?_)
    rw [h6, show -((0 : ZMod 6) * (1 - -2)) = 0 by decide,
      show -((1 : ZMod 6) * (1 - -2)) = 3 by decide,
      show -((2 : ZMod 6) * (1 - -2)) = 0 by decide,
      show -((3 : ZMod 6) * (1 - -2)) = 3 by decide,
      show -((4 : ZMod 6) * (1 - -2)) = 0 by decide,
      show -((5 : ZMod 6) * (1 - -2)) = 3 by decide, h0, h3]
    push_cast
    ring
  · exact (coupling_selection V _ _ _ _).trans (if_neg (by decide))

end

end BenzeneRingExcitons
```

```lean
#print axioms BenzeneRingExcitons.benzene_excitons
#print axioms BenzeneRingExcitons.benzene_B_mixing
```

```
'BenzeneRingExcitons.benzene_excitons' depends on axioms: [propext, Classical.choice, Quot.sound]
'BenzeneRingExcitons.benzene_B_mixing' depends on axioms: [propext, Classical.choice, Quot.sound]
```
